# Two-electron coupled cluster with singles and doubles equals CI in intermediate normalisation

For two electrons, every configuration-interaction (CI) operator 1 + c1 + c2, with c1 a single and c2 a double excitation, is the exponential of exactly one cluster operator t1 + t2. The amplitudes are

t1 = c1,  t2 = c2 − c1²/2.

This holds when the singles S and doubles D satisfy the four conditions of `TwoElectron` below. If the doubles are restricted to a subspace G, the two ansätze agree exactly when G contains every product of two singles. This applies to two-electron explicitly correlated (F12) models in which all doubles amplitudes are free, but models that fix some of them in advance at non-zero values are not covered.

## Excitations commute and can be halved

Excitations from occupied to virtual orbitals commute, so they live in a commutative algebra `A`. Rational scalars supply the factor 1/2; real and complex algebras are included, since they are also ℚ-algebras. Without commutativity, t1·t2 and t2·t1 would need separate conditions.

In Lean 4 with Mathlib:

```lean
import Mathlib

open TrivSqZeroExt (fst snd inl inr)

namespace TwoElectronCoupledCluster

noncomputable section

variable {A : Type*} [CommRing A] [Algebra ℚ A]
```

The sectors are ℚ-submodules of any dimension. `Disjoint S D` means that they share only zero.

```lean
/-- Single excitations `S` and double excitations `D` of a two-electron system: the sectors
are independent, two singles make a double, and anything beyond a double vanishes. -/
structure TwoElectron (S D : Submodule ℚ A) : Prop where
  disjoint : Disjoint S D
  single_single : ∀ s ∈ S, ∀ s' ∈ S, s * s' ∈ D
  single_double : ∀ s ∈ S, ∀ d ∈ D, s * d = 0
  double_double : ∀ d ∈ D, ∀ d' ∈ D, d * d' = 0
```

The two ansätze are sets of wave operators, which give states when applied to the reference determinant. The leading 1 is intermediate normalisation. No Hamiltonian appears, so energies and amplitude equations are not covered.

```lean
/-- The wave operators `exp(t1 + t2)` with singles in `S` and doubles in `G`. -/
def ccStates (S G : Submodule ℚ A) : Set A :=
  {ψ | ∃ t1 ∈ S, ∃ t2 ∈ G, ψ = IsNilpotent.exp (t1 + t2)}

/-- The intermediately normalised CI operators `1 + c1 + c2` with singles in `S` and
doubles in `G`. -/
def ciStates (S G : Submodule ℚ A) : Set A :=
  {ψ | ∃ c1 ∈ S, ∃ c2 ∈ G, ψ = 1 + c1 + c2}
```

## Nothing lies beyond a double: S·D = 0 and D·D = 0

Two electrons cannot be excited three or four times. For t1 in S and t2 in D this gives

(t1 + t2)² = t1² + 2 t1·t2 + t2² = t1².

Since t1² is itself a double,

(t1 + t2)³ = t1²·(t1 + t2) = t1·t1² + t1²·t2 = 0,

and therefore

exp(t1 + t2) = 1 + t1 + (t2 + t1²/2).

In the proof, `hsq` and `hcube` are these two computations, and `IsNilpotent.exp_eq_sum` cuts the series after the square.

```lean
/-- For two electrons the cluster exponential stops at the square of the singles. -/
theorem exp_cluster {S D : Submodule ℚ A} (h : TwoElectron S D) {t1 t2 : A}
    (h1 : t1 ∈ S) (h2 : t2 ∈ D) :
    IsNilpotent.exp (t1 + t2) = 1 + t1 + (t2 + (1 / 2 : ℚ) • t1 ^ 2) := by
  have h12 := h.single_double t1 h1 t2 h2
  have h22 := h.double_double t2 h2 t2 h2
  have h111 := h.single_double t1 h1 _ (h.single_single t1 h1 t1 h1)
  -- triple excitations vanish, and only the singles contribute to the square
  have hcube : (t1 + t2) ^ 3 = 0 := by
    linear_combination h111 + 3 * t1 * h12 + 3 * t2 * h12 + t2 * h22
  have hsq : (t1 + t2) ^ 2 = t1 ^ 2 := by linear_combination 2 * h12 + h22
  have f0 : ((Nat.factorial 0 : ℕ) : ℚ)⁻¹ = 1 := by norm_num [Nat.factorial]
  have f1 : ((Nat.factorial 1 : ℕ) : ℚ)⁻¹ = 1 := by norm_num [Nat.factorial]
  have f2 : ((Nat.factorial 2 : ℕ) : ℚ)⁻¹ = 1 / 2 := by norm_num [Nat.factorial]
  rw [IsNilpotent.exp_eq_sum hcube]
  simp only [Finset.sum_range_succ, Finset.sum_range_zero, f0, f1, f2, hsq, pow_zero,
    pow_one, one_smul, zero_add]
  abel
```

If S·D = 0 failed while the other conditions held, the exponential would also contain t1·t2 + t1³/6, the triples of a larger system. If D·D = 0 failed, t2²/2 would enter, as it does for four electrons.

## Singles and doubles are independent: S ∩ D = 0

A single excitation is never a combination of doubles. Setting the exponential equal to 1 + c1 + c2 and rearranging gives

t1 − c1 = c2 − (t2 + t1²/2).

The left side is in S and the right side in D, so both vanish. This gives the amplitudes stated at the start, and substituting them back recovers 1 + c1 + c2. In the proof, `hd` is the rearranged equation and `h0` the conclusion t1 = c1.

```lean
/-- A cluster operator reproduces given CI coefficients exactly when its singles are the CI
singles and its doubles are the CI doubles less half the square of the singles. -/
theorem exp_eq_ci_iff {S D : Submodule ℚ A} (h : TwoElectron S D) {t1 t2 c1 c2 : A}
    (h1 : t1 ∈ S) (h2 : t2 ∈ D) (k1 : c1 ∈ S) (k2 : c2 ∈ D) :
    IsNilpotent.exp (t1 + t2) = 1 + c1 + c2 ↔
      t1 = c1 ∧ t2 = c2 - (1 / 2 : ℚ) • c1 ^ 2 := by
  rw [exp_cluster h h1 h2]
  constructor
  · intro heq
    have hsq : t1 ^ 2 ∈ D := by
      rw [pow_two]
      exact h.single_single t1 h1 t1 h1
    -- the difference of the singles is also a double, hence zero
    have hd : t1 - c1 = c2 - (t2 + (1 / 2 : ℚ) • t1 ^ 2) := by linear_combination heq
    have hD : t1 - c1 ∈ D := by
      rw [hd]
      exact D.sub_mem k2 (D.add_mem h2 (D.smul_mem _ hsq))
    have h0 : t1 = c1 :=
      sub_eq_zero.mp (Submodule.disjoint_def.mp h.disjoint _ (S.sub_mem h1 k1) hD)
    subst h0
    exact ⟨rfl, by linear_combination heq⟩
  · rintro ⟨e1, e2⟩
    rw [e1, e2]
    abel
```

Without independence, uniqueness fails: a non-zero x in both sectors could be booked as t1 = x, t2 = 0 or as t1 = 0, t2 = x, with the same exponential.

## Two singles make a double: S·S ⊆ D

Exciting both electrons one at a time is a double excitation. This places c2 − c1²/2 in D, so the required t2 is an allowed amplitude; in the proof this is `hm`. The preceding equivalence then supplies existence and uniqueness.

```lean
/-- Every intermediately normalised two-electron CI operator is the exponential of `t1 + t2` for a
unique pair of a single `t1` and a double `t2`. -/
theorem existsUnique_cluster {S D : Submodule ℚ A} (h : TwoElectron S D) (c1 : S) (c2 : D) :
    ∃! t : S × D, IsNilpotent.exp ((t.1 : A) + (t.2 : A)) = 1 + (c1 : A) + (c2 : A) := by
  have hm : (c2 : A) - (1 / 2 : ℚ) • (c1 : A) ^ 2 ∈ D := by
    rw [pow_two]
    exact D.sub_mem c2.2 (D.smul_mem _ (h.single_single _ c1.2 _ c1.2))
  refine ⟨(c1, ⟨_, hm⟩), (exp_eq_ci_iff h c1.2 hm c1.2 c2.2).2 ⟨rfl, rfl⟩, ?_⟩
  rintro ⟨t1, t2⟩ ht
  obtain ⟨e1, e2⟩ := (exp_eq_ci_iff h t1.2 t2.2 c1.2 c2.2).1 ht
  exact Prod.ext (Subtype.ext e1) (Subtype.ext e2)
```

## A restricted G must contain the products of singles

Here G is any subspace of D; the geminals of F12 methods, pair functions depending on the interelectronic distance, are not constructed.

Suppose the two sets of states agree. For s in S, exp(s) is then some 1 + c1 + c2 with c2 in G. Comparing the parts in S and in D gives c1 = s and s² = 2c2, so s² is in G. Polarisation gives the mixed products:

s·s' = ((s + s')² − s² − s'²)/2.

Conversely, if G contains all these products, S and G satisfy the four conditions themselves (`g` in the proof). Then c2 = t2 + t1²/2 and t2 = c2 − c1²/2 convert each ansatz into the other within G.

```lean
/-- With the doubles taken from a subspace `G` of `D`, coupled cluster and CI describe the same
states exactly when `G` contains all products of two singles. -/
theorem ccStates_eq_ciStates_iff {S D G : Submodule ℚ A} (h : TwoElectron S D)
    (hG : G ≤ D) :
    ccStates S G = ciStates S G ↔ ∀ s ∈ S, ∀ s' ∈ S, s * s' ∈ G := by
  constructor
  · intro heq
    -- the exponential of a single excitation must be a CI state, so its square lies in G
    have hsq : ∀ s ∈ S, s ^ 2 ∈ G := by
      intro s hs
      have hcc : IsNilpotent.exp (s + 0) ∈ ccStates S G := ⟨s, hs, 0, G.zero_mem, rfl⟩
      rw [heq] at hcc
      obtain ⟨c1, k1, c2, k2, e⟩ := hcc
      obtain ⟨e1, e2⟩ := (exp_eq_ci_iff h hs D.zero_mem k1 (hG k2)).1 e
      have e3 : s ^ 2 = (2 : ℚ) • c2 := by
        rw [sub_eq_zero.mp e2.symm, smul_smul, e1]
        norm_num
      rw [e3]
      exact G.smul_mem _ k2
    -- polarisation
    intro s hs s' hs'
    have e : s * s' = (1 / 2 : ℚ) • ((s + s') ^ 2 - s ^ 2 - s' ^ 2) := by
      have e' : (s + s') ^ 2 - s ^ 2 - s' ^ 2 = (2 : ℚ) • (s * s') := by
        rw [two_smul]
        ring
      rw [e', smul_smul]
      norm_num
    rw [e]
    exact G.smul_mem _ (G.sub_mem (G.sub_mem (hsq _ (S.add_mem hs hs')) (hsq s hs))
      (hsq s' hs'))
  · intro hS
    -- the restricted doubles form a two-electron system of their own
    have g : TwoElectron S G :=
      ⟨h.disjoint.mono_right hG, hS, fun s hs d hd => h.single_double s hs d (hG hd),
        fun d hd d' hd' => h.double_double d (hG hd) d' (hG hd')⟩
    have hsq : ∀ s ∈ S, (1 / 2 : ℚ) • s ^ 2 ∈ G := by
      intro s hs
      rw [pow_two]
      exact G.smul_mem _ (hS s hs s hs)
    ext ψ
    constructor
    · rintro ⟨t1, h1, t2, h2, rfl⟩
      exact ⟨t1, h1, _, G.add_mem h2 (hsq t1 h1), exp_cluster g h1 h2⟩
    · rintro ⟨c1, h1, c2, h2, rfl⟩
      have hm := G.sub_mem h2 (hsq c1 h1)
      exact ⟨c1, h1, _, hm, ((exp_eq_ci_iff g h1 hm h1 h2).2 ⟨rfl, rfl⟩).symm⟩
```

## One spin-up and one spin-down excitation

Iterated dual numbers have the form a + b·u + c·d + e·u·d, with u² = d² = 0. Here u is `up` and d is `down`; singles have a = e = 0, and doubles have a = b = c = 0.

```lean
/-- The algebra generated by two commuting excitations that each square to zero. -/
abbrev Model := DualNumber (DualNumber ℚ)

/-- The excitation of the spin-up electron. -/
def up : Model := inl (inr 1)

/-- The excitation of the spin-down electron. -/
def down : Model := inr (inl 1)

/-- The combinations of the two single excitations. -/
def singles : Submodule ℚ Model where
  carrier := {z | fst (fst z) = 0 ∧ snd (snd z) = 0}
  zero_mem' := ⟨by simp, by simp⟩
  add_mem' := by
    rintro x y ⟨a, b⟩ ⟨c, d⟩
    exact ⟨by simp [a, c], by simp [b, d]⟩
  smul_mem' := by
    rintro q x ⟨a, b⟩
    exact ⟨by simp [a], by simp [b]⟩

/-- The multiples of the simultaneous excitation of both electrons. -/
def doubles : Submodule ℚ Model where
  carrier := {z | fst (fst z) = 0 ∧ snd (fst z) = 0 ∧ fst (snd z) = 0}
  zero_mem' := ⟨by simp, by simp, by simp⟩
  add_mem' := by
    rintro x y ⟨a, b, c⟩ ⟨a', b', c'⟩
    exact ⟨by simp [a, a'], by simp [b, b'], by simp [c, c']⟩
  smul_mem' := by
    rintro q x ⟨a, b, c⟩
    exact ⟨by simp [a], by simp [b], by simp [c]⟩
```

The four conditions are checked component by component, and u·d is non-zero because its last component is 1.

```lean
/-- One spin-up and one spin-down excitation form a two-electron system in which the product
of the two singles is non-zero. -/
theorem twoElectron_witness :
    TwoElectron (A := Model) singles doubles ∧ up ∈ singles ∧ down ∈ singles ∧ up * down ≠ 0 := by
  refine ⟨⟨?_, ?_, ?_, ?_⟩, ⟨by simp [up], by simp [up]⟩,
    ⟨by simp [down], by simp [down]⟩, ?_⟩
  · rw [Submodule.disjoint_def]
    rintro x ⟨a, b⟩ ⟨_, c, d⟩
    refine TrivSqZeroExt.ext (TrivSqZeroExt.ext ?_ ?_) (TrivSqZeroExt.ext ?_ ?_) <;>
      simp [a, b, c, d]
  · rintro x ⟨a, b⟩ y ⟨c, d⟩
    exact ⟨by simp [a, c], by simp [a, c], by simp [a, c]⟩
  · rintro x ⟨a, b⟩ y ⟨c, d, e⟩
    refine TrivSqZeroExt.ext (TrivSqZeroExt.ext ?_ ?_) (TrivSqZeroExt.ext ?_ ?_) <;>
      simp [a, b, c, d, e]
  · rintro x ⟨a, b, b'⟩ y ⟨c, d, e⟩
    refine TrivSqZeroExt.ext (TrivSqZeroExt.ext ?_ ?_) (TrivSqZeroExt.ext ?_ ?_) <;>
      simp [a, b, b', c, d, e]
  · intro h
    have h' := congrArg (fun z : Model => snd (snd z)) h
    simp [up, down] at h'
```

Taking G = 0 (`⊥`) removes the doubles and shows what happens without S·S ⊆ G: exp(u + d) = 1 + u + d + u·d contains a double that CI with singles alone lacks. The proof applies the criterion for G, which would force u·d = 0.

```lean
/-- If all doubles are left out in this model, coupled cluster and CI describe different
sets of states. -/
theorem ccStates_ne_ciStates_without_doubles :
    ccStates (A := Model) singles ⊥ ≠ ciStates (A := Model) singles ⊥ := by
  obtain ⟨h, hu, hd, hne⟩ := twoElectron_witness
  intro heq
  exact hne ((Submodule.mem_bot ℚ).1
    ((ccStates_eq_ciStates_iff h bot_le).1 heq up hu down hd))

end

end TwoElectronCoupledCluster
```

```lean
#print axioms TwoElectronCoupledCluster.existsUnique_cluster
#print axioms TwoElectronCoupledCluster.ccStates_ne_ciStates_without_doubles
```

```
'TwoElectronCoupledCluster.existsUnique_cluster' depends on axioms: [propext, Classical.choice, Quot.sound]
'TwoElectronCoupledCluster.ccStates_ne_ciStates_without_doubles' depends on axioms: [propext, Classical.choice, Quot.sound]
```
